# Unique minimiser of a quadratic energy under independent linear constraints, from the bordered matrix, when the Hessian is positive on ker C

## Physical setting

Take two coordinates \(x=(x_0,x_1)\), the Hessian \(A=\begin{pmatrix}1&2\\2&1\end{pmatrix}\), the vector \(b=(3,0)\) and the energy \(E(x)=\tfrac12\,x\cdot Ax-b\cdot x\). The curvature \(z\cdot Az\) is \(3\) along the unit vector \((1,1)/\sqrt2\) and \(-1\) along \((1,-1)/\sqrt2\), so \(E\) has a saddle and no minimum. Now impose \(x_0-x_1=1\), that is \(Cx=d\) with \(C=(1,\,-1)\) and \(d=1\). The feasible points are \((1+t,\,t)\) with \(t\) real, and
\[E(1+t,\,t)=-\tfrac52+3t^2 .\]
The constraint removes the direction of negative curvature and leaves one minimum, at \(x=(1,0)\). With a multiplier \(l\), the equations \(x_0+2x_1+l=3\), \(2x_0+x_1-l=0\), \(x_0-x_1=1\) give the same point and \(l=2\).

This bears on geometry optimisation with some coordinates held fixed, as in a relaxed scan, for a quadratic model of the energy with linear equality constraints. The positivity assumed below has to be checked there: in Cartesian coordinates a rigid translation \(z\) of a free molecule has \(z\cdot Az=0\), and constraints on bond lengths or angles alone leave \(Cz=0\), so the hypothesis fails until translations, and any other directions of zero curvature in \(\ker C\), are removed by further constraints or by the choice of coordinates.

## Statement

Let \(A\) be a real symmetric \(n\times n\) matrix, \(C\) a real \(m\times n\) matrix with linearly independent rows, \(b\in\mathbb R^n\) and \(d\in\mathbb R^m\). Suppose \(z\cdot Az>0\) for every \(z\neq0\) with \(Cz=0\). Then
\[K=\begin{pmatrix}A&C^T\\C&0\end{pmatrix}\]
is invertible, \((x,l)=K^{-1}(b,d)\) satisfies \(K(x,l)=(b,d)\), and a vector \(y\) minimises \(E\) subject to \(Cy=d\) if and only if \(y=x\). Conversely, if \(A\) is symmetric and the problem for one pair \((b,d)\) has exactly one minimiser, then \(A\) is positive on \(\ker C\); this direction needs no rank condition.

## Derivation

Two identities are used throughout: \(K(x,l)=(Ax+C^Tl,\;Cx)\) and \(z\cdot C^Tl=l\cdot Cz\).

Invertibility. Let \(K(x,l)=0\), so \(Cx=0\) and \(Ax+C^Tl=0\). The dot product of the latter with \(x\) gives \(x\cdot Ax=-l\cdot Cx=0\). Since \(x\in\ker C\), positivity forces \(x=0\). Then \(C^Tl=\sum_i l_iC_i=0\), where \(C_i\) is row \(i\) of \(C\), and independence gives \(l=0\). A square matrix with trivial kernel is invertible.

Energy gap. Symmetry gives \(x\cdot Az=z\cdot Ax\), hence
\[E(x+z)=E(x)+z\cdot(Ax-b)+\tfrac12\,z\cdot Az .\]
Let \(Ax+C^Tl=b\), \(Cx=d\), \(Cy=d\), and put \(z=y-x\). Then \(Cz=0\) and \(z\cdot(Ax-b)=-z\cdot C^Tl=-l\cdot Cz=0\), so
\[E(y)-E(x)=\tfrac12\,(y-x)\cdot A(y-x),\]
which is positive for \(y\neq x\). Thus \(x\) is a minimiser, and any other feasible \(y\) lies above it.

Converse. Let \(x\) be the only minimiser and \(z\neq0\) with \(Cz=0\). Both \(x\pm z\) are feasible. We have \(E(x+z)>E(x)\), since otherwise \(x+z\) would be a second minimiser, and \(E(x-z)\ge E(x)\). Adding the two expansions cancels the gradient terms:
\[z\cdot Az=E(x+z)+E(x-z)-2E(x)>0 .\]

## What the formal version assumes

The finite types `n` and `m` index coordinates and constraints, and vectors on `n ⊕ m` are pairs \((x,l)\): `Sum.elim b d` is \((b,d)\), while `s ∘ Sum.inl` and `s ∘ Sum.inr` are the two parts of a vector `s`. The definitions `energy`, `kkt` and `kktSolution` are \(E\), \(K\) and \(K^{-1}(b,d)\). The hypotheses `A.IsSymm`, `FullRowRank` and `PosOnKer` are assumed, not derived from a molecular model. `IsConstrainedMin` means feasible and globally lowest among feasible points. The sign of \(l\) is fixed by \(b-Ax=C^Tl\): the force from the energy is \(C^Tl\), balanced by a reaction \(-C^Tl\).

With `m` empty the statement is the unconstrained positive definite case. When \(\ker C=\{0\}\), `PosOnKer` holds for any \(A\) and there is at most one feasible point, exactly one when the rows of \(C\) are also independent. The name `kkt` refers to the Karush–Kuhn–Tucker conditions in their equality form; inequality constraints, curved constraints and anharmonic terms in the energy are not treated. Mathlib's inverse is zero for a singular matrix, so the second clause of `kkt_unique_minimiser`, that `kktSolution` solves the system, depends on invertibility.

```lean
import Mathlib

open Matrix

namespace ReducedHessianKKT

noncomputable section

variable {n m : Type*} [Fintype n] [Fintype m] [DecidableEq n] [DecidableEq m]

/-- The quadratic model energy `x·Ax/2 - b·x`. -/
def energy (A : Matrix n n ℝ) (b x : n → ℝ) : ℝ :=
  (1 / 2) * (x ⬝ᵥ A *ᵥ x) - b ⬝ᵥ x

/-- The bordered matrix `[[A, Cᵀ], [C, 0]]`. -/
def kkt (A : Matrix n n ℝ) (C : Matrix m n ℝ) : Matrix (n ⊕ m) (n ⊕ m) ℝ :=
  fromBlocks A Cᵀ C 0

/-- The rows of the constraint matrix are linearly independent. -/
def FullRowRank (C : Matrix m n ℝ) : Prop :=
  LinearIndependent ℝ (fun i : m => C i)

/-- The curvature `z·Az` is positive for every nonzero `z` with `Cz = 0`. -/
def PosOnKer (A : Matrix n n ℝ) (C : Matrix m n ℝ) : Prop :=
  ∀ z : n → ℝ, z ≠ 0 → C *ᵥ z = 0 → 0 < z ⬝ᵥ A *ᵥ z

/-- `x` satisfies `Cx = d` and no other such point has a lower energy. -/
def IsConstrainedMin (A : Matrix n n ℝ) (b : n → ℝ) (C : Matrix m n ℝ) (d : m → ℝ)
    (x : n → ℝ) : Prop :=
  C *ᵥ x = d ∧ ∀ y, C *ᵥ y = d → energy A b x ≤ energy A b y

/-- The inverse of the bordered matrix applied to the right side `(b, d)`. -/
def kktSolution (A : Matrix n n ℝ) (b : n → ℝ) (C : Matrix m n ℝ) (d : m → ℝ) : n ⊕ m → ℝ :=
  (kkt A C)⁻¹ *ᵥ Sum.elim b d

omit [DecidableEq n] [DecidableEq m] in
/-- The dot product `z·Cᵀl` equals `l·Cz`. -/
theorem dot_transpose (C : Matrix m n ℝ) (z : n → ℝ) (l : m → ℝ) :
    z ⬝ᵥ Cᵀ *ᵥ l = l ⬝ᵥ C *ᵥ z := by
  rw [Matrix.dotProduct_mulVec, Matrix.vecMul_transpose, dotProduct_comm]

omit [Fintype n] [DecidableEq n] [DecidableEq m] in
/-- If the rows of `C` are linearly independent and `Cᵀl = 0`, then `l = 0`. -/
theorem multiplier_eq_zero {C : Matrix m n ℝ} (hC : FullRowRank C) {l : m → ℝ}
    (hl : Cᵀ *ᵥ l = 0) : l = 0 := by
  have hsum : ∑ i, l i • C i = 0 := by
    ext j
    have := congrFun hl j
    simpa [Matrix.mulVec, dotProduct, Finset.sum_apply, mul_comm] using this
  exact funext (Fintype.linearIndependent_iff.1 hC l hsum)

omit [DecidableEq n] [DecidableEq m] in
/-- The bordered matrix maps `(x, l)` to `(Ax + Cᵀl, Cx)`. -/
theorem kkt_mulVec (A : Matrix n n ℝ) (C : Matrix m n ℝ) (s : n ⊕ m → ℝ) :
    kkt A C *ᵥ s =
      Sum.elim (A *ᵥ (s ∘ Sum.inl) + Cᵀ *ᵥ (s ∘ Sum.inr)) (C *ᵥ (s ∘ Sum.inl)) := by
  rw [kkt, Matrix.fromBlocks_mulVec, Matrix.zero_mulVec, add_zero]

/-- Full row rank of `C` and positive curvature of `A` on `ker C` make the bordered
matrix invertible. -/
theorem kkt_isUnit {A : Matrix n n ℝ} {C : Matrix m n ℝ} (hC : FullRowRank C)
    (hpos : PosOnKer A C) : IsUnit (kkt A C) := by
  rw [Matrix.isUnit_iff_isUnit_det, isUnit_iff_ne_zero]
  intro hdet
  obtain ⟨s, hs, h⟩ := Matrix.exists_mulVec_eq_zero_iff.2 hdet
  rw [kkt_mulVec] at h
  have h1 : A *ᵥ (s ∘ Sum.inl) + Cᵀ *ᵥ (s ∘ Sum.inr) = 0 :=
    funext fun i => congrFun h (Sum.inl i)
  have h2 : C *ᵥ (s ∘ Sum.inl) = 0 := funext fun i => congrFun h (Sum.inr i)
  -- the x-part lies in ker C and has zero curvature
  have hx : s ∘ Sum.inl = 0 := by
    by_contra hne
    have hp := hpos _ hne h2
    have h3 := congrArg (fun v => (s ∘ Sum.inl) ⬝ᵥ v) h1
    simp only [dotProduct_add, dot_transpose, h2, dotProduct_zero, add_zero] at h3
    exact hp.ne' h3
  rw [hx, Matrix.mulVec_zero, zero_add] at h1
  have hl := multiplier_eq_zero hC h1
  apply hs
  funext i
  cases i with
  | inl i => exact congrFun hx i
  | inr i => exact congrFun hl i

omit [DecidableEq n] in
/-- For symmetric `A` the energy change along `z` is the gradient term `z·(Ax - b)` plus
the curvature term `z·Az/2`. -/
theorem energy_expand {A : Matrix n n ℝ} (hA : A.IsSymm) (b x z : n → ℝ) :
    energy A b (x + z) = energy A b x + z ⬝ᵥ (A *ᵥ x - b) + (1 / 2) * (z ⬝ᵥ A *ᵥ z) := by
  have hs := dot_transpose A x z
  rw [hA.eq] at hs
  have hb := dotProduct_comm b z
  simp only [energy, Matrix.mulVec_add, add_dotProduct, dotProduct_add, dotProduct_sub]
  linarith

omit [DecidableEq n] [DecidableEq m] in
/-- If `Ax + Cᵀl = b` and `Cx = d = Cy` with `A` symmetric, the energy of `y` minus that
of `x` is `(y - x)·A(y - x)/2`. -/
theorem energy_gap {A : Matrix n n ℝ} (hA : A.IsSymm) {C : Matrix m n ℝ} {b x y : n → ℝ}
    {d l : m → ℝ} (h1 : A *ᵥ x + Cᵀ *ᵥ l = b) (h2 : C *ᵥ x = d) (hy : C *ᵥ y = d) :
    energy A b y - energy A b x = (1 / 2) * ((y - x) ⬝ᵥ A *ᵥ (y - x)) := by
  have e := energy_expand hA b x (y - x)
  have hxy : x + (y - x) = y := by abel
  have hz : C *ᵥ (y - x) = 0 := by rw [Matrix.mulVec_sub, hy, h2, sub_self]
  have hg : A *ᵥ x - b = -(Cᵀ *ᵥ l) := by
    rw [← h1]
    abel
  -- the gradient is a constraint force and does no work along ker C
  rw [hxy, hg, dotProduct_neg, dot_transpose, hz, dotProduct_zero] at e
  linarith

/-- For symmetric `A` positive on `ker C` and `C` of full row rank, the bordered matrix is
invertible, and the x-part of its solution for `(b, d)` is the one and only minimiser of
the energy subject to `Cx = d`. -/
theorem kkt_unique_minimiser {A : Matrix n n ℝ} {C : Matrix m n ℝ} (hA : A.IsSymm)
    (hC : FullRowRank C) (hpos : PosOnKer A C) (b : n → ℝ) (d : m → ℝ) :
    IsUnit (kkt A C) ∧ kkt A C *ᵥ kktSolution A b C d = Sum.elim b d ∧
      ∀ y, IsConstrainedMin A b C d y ↔ y = kktSolution A b C d ∘ Sum.inl := by
  have hu := kkt_isUnit hC hpos
  have hs : kkt A C *ᵥ kktSolution A b C d = Sum.elim b d := by
    rw [kktSolution, Matrix.mulVec_mulVec,
      Matrix.mul_nonsing_inv _ ((Matrix.isUnit_iff_isUnit_det _).1 hu), Matrix.one_mulVec]
  refine ⟨hu, hs, ?_⟩
  generalize kktSolution A b C d = s at hs ⊢
  rw [kkt_mulVec] at hs
  have h1 : A *ᵥ (s ∘ Sum.inl) + Cᵀ *ᵥ (s ∘ Sum.inr) = b :=
    funext fun i => congrFun hs (Sum.inl i)
  have h2 : C *ᵥ (s ∘ Sum.inl) = d := funext fun i => congrFun hs (Sum.inr i)
  -- every other feasible point lies strictly higher
  have strict : ∀ y, C *ᵥ y = d → y ≠ s ∘ Sum.inl →
      energy A b (s ∘ Sum.inl) < energy A b y := by
    intro y hy hne
    have hg := energy_gap hA h1 h2 hy
    have hp := hpos (y - s ∘ Sum.inl) (sub_ne_zero.2 hne)
      (by rw [Matrix.mulVec_sub, hy, h2, sub_self])
    linarith
  intro y
  constructor
  · rintro ⟨hy, hmin⟩
    by_contra hne
    exact absurd (hmin _ h2) (not_le_of_gt (strict y hy hne))
  · rintro rfl
    refine ⟨h2, fun w hw => ?_⟩
    by_cases h : w = s ∘ Sum.inl
    · rw [h]
    · exact (strict w hw h).le

omit [Fintype m] [DecidableEq n] [DecidableEq m] in
/-- Conversely, if for symmetric `A` the constrained problem has exactly one minimiser,
then `A` has positive curvature on `ker C`. -/
theorem posOnKer_of_unique_min {A : Matrix n n ℝ} (hA : A.IsSymm) {C : Matrix m n ℝ}
    {b x : n → ℝ} {d : m → ℝ} (h : ∀ y, IsConstrainedMin A b C d y ↔ y = x) :
    PosOnKer A C := by
  intro z hz hCz
  obtain ⟨hx, hmin⟩ := (h x).2 rfl
  have f1 : C *ᵥ (x + z) = d := by rw [Matrix.mulVec_add, hx, hCz, add_zero]
  have f2 : C *ᵥ (x + -z) = d := by
    rw [Matrix.mulVec_add, Matrix.mulVec_neg, hx, hCz, neg_zero, add_zero]
  have s1 : energy A b x < energy A b (x + z) := by
    by_contra hle
    have hm : IsConstrainedMin A b C d (x + z) :=
      ⟨f1, fun w hw => (not_lt.1 hle).trans (hmin w hw)⟩
    exact hz (by simpa using (h _).1 hm)
  have s2 := hmin _ f2
  -- the gradient terms for z and -z cancel
  have e1 := energy_expand hA b x z
  have e2 := energy_expand hA b x (-z)
  simp only [Matrix.mulVec_neg, neg_dotProduct, dotProduct_neg, neg_neg] at e2
  linarith

/-- `A = [[1, 2], [2, 1]]` is symmetric and positive on the kernel of the full-rank row
`C = [1, -1]`, and has negative curvature along `(1, -1)`. -/
theorem kkt_witness :
    (!![1, 2; 2, 1] : Matrix (Fin 2) (Fin 2) ℝ).IsSymm ∧
      FullRowRank (!![1, -1] : Matrix (Fin 1) (Fin 2) ℝ) ∧
      PosOnKer (!![1, 2; 2, 1] : Matrix (Fin 2) (Fin 2) ℝ)
        (!![1, -1] : Matrix (Fin 1) (Fin 2) ℝ) ∧
      ![1, -1] ⬝ᵥ (!![1, 2; 2, 1] : Matrix (Fin 2) (Fin 2) ℝ) *ᵥ ![1, -1] < 0 := by
  refine ⟨?_, ?_, ?_, ?_⟩
  · ext i j
    fin_cases i <;> fin_cases j <;> simp
  · refine Fintype.linearIndependent_iff.2 fun g hg i => ?_
    have := congrFun hg 0
    fin_cases i
    simpa using this
  · intro z hz h
    have h1 : z 1 = z 0 := by
      have := congrFun h 0
      simp [Matrix.mulVec, dotProduct, Fin.sum_univ_two] at this
      linarith
    have h0 : z 0 ≠ 0 := by
      intro h00
      apply hz
      ext i
      fin_cases i <;> simp [h1, h00]
    have hv : z ⬝ᵥ (!![1, 2; 2, 1] : Matrix (Fin 2) (Fin 2) ℝ) *ᵥ z = 6 * z 0 ^ 2 := by
      simp [Matrix.mulVec, dotProduct, Fin.sum_univ_two, h1]
      ring
    rw [hv]
    positivity
  · norm_num [Matrix.mulVec, dotProduct, Fin.sum_univ_two]

end

end ReducedHessianKKT
```

```lean
#print axioms ReducedHessianKKT.kkt_unique_minimiser
-- 'ReducedHessianKKT.kkt_unique_minimiser' depends on axioms: [propext, Classical.choice, Quot.sound]
#print axioms ReducedHessianKKT.posOnKer_of_unique_min
-- 'ReducedHessianKKT.posOnKer_of_unique_min' depends on axioms: [propext, Classical.choice, Quot.sound]
```

## Notes on the proof

`dot_transpose` and `kkt_mulVec` are the two identities, and `multiplier_eq_zero` rewrites \(C^Tl=0\) as `∑ i, l i • C i = 0` before using independence.

`kkt_isUnit` takes no symmetry hypothesis. It assumes a zero determinant and obtains a nonzero kernel vector `s`. The equations `h1` and `h2` are its two blocks, and `h3`, the dot product of `h1` with the \(x\)-part, reduces to \(x\cdot Ax=0\), which contradicts `hp`. This route is reusable for any square real matrix: `Matrix.isUnit_iff_isUnit_det` with `isUnit_iff_ne_zero` turns invertibility into a nonzero determinant, and `Matrix.exists_mulVec_eq_zero_iff` turns its failure into a kernel vector, so no determinant is computed.

`energy_expand` gets \(x\cdot Az=z\cdot Ax\) from `dot_transpose A x z` and \(A^T=A\). In `energy_gap`, `hz` is \(Cz=0\) and `hg` is \(Ax-b=-C^Tl\). In `kkt_unique_minimiser`, `strict` combines the gap with positivity, and both directions of the equivalence follow from it. In `posOnKer_of_unique_min`, `s1` and `s2` are the strict and weak inequalities, and `linarith` adds `e1` and `e2`.

`kkt_witness` checks symmetry, row rank and positivity on the kernel for the opening \(A\) and \(C\), through \(z\cdot Az=6z_0^2\) when \(z_1=z_0\), and that the curvature along the unnormalised \((1,-1)\) is negative; the values are \(3\) and \(-1\) per unit length squared. The value \(-1\) and the numbers for \(b=(3,0)\), \(d=1\) were worked on paper and do not appear in the Lean file.
